# Every positive definite collision matrix gives a finite phonon model the same frequency-integrated conductivity $(\pi/2)\,b\cdot b$

Q: I have computed the in-phase (real) part $k(w)$ of the dynamical thermal conductivity of a crystal with two scattering models. Before comparing the curves, I integrate each over positive angular drive frequencies $w$ and check the area against $(\pi/2)\,b\cdot b$, where $b$ is the heat-current vector and the common prefactor is dropped. What entitles me to that check?

A: For a finite, linearised Boltzmann model with a symmetric positive definite collision matrix $O$, a theorem does. The area contains $b$ but not $O$. If your grid stops at a finite frequency, the area up to there can't exceed this value, because $k(w)\ge 0$.

```lean
import Mathlib

open Matrix MeasureTheory Filter Topology

namespace PhononConductivitySumRule

noncomputable section

variable {n : Type*} [Fintype n] [DecidableEq n]
```

Q: What are $O$ and $b$ physically?

A: The index type `n` labels finitely many phonon degrees of freedom. In symmetrised coordinates, the deviation $f$ from equilibrium under a spatially uniform drive obeys $\dot f=-Of+b\,e^{-iwt}$. The vector $b$ holds mode energies, velocities along the temperature gradient and thermal factors, and the prefactor with volume and temperature is left out. Up to that prefactor, $b\cdot b$ is the sum over phonon modes of heat capacity times squared velocity. Writing the steady amplitude as $x+iy$, with $x$ and $y$ real, gives $(O-iw)(x+iy)=b$, or

$$Ox+wy=b,\qquad Oy=wx.$$

Apply $O$ to the first equation and use the second: $(O^2+w^2)x=Ob$. Apply $O$ to the second and use the first: $(O^2+w^2)y=wb$. Since $O$ commutes with $O^2+w^2$, the in-phase current is

$$k(w)=b\cdot x=b\cdot O(O^2+w^2)^{-1}b.$$

In the code, `den` is $O^2+w^2$, `⬝ᵥ` is the dot product and `*ᵥ` applies a matrix to a vector.

```lean
/-- The matrix `O² + w²` built from the collision matrix `O` and the drive frequency `w`. -/
def den (O : Matrix n n ℝ) (w : ℝ) : Matrix n n ℝ := O ^ 2 + w ^ 2 • 1

/-- The dynamical conductivity `k(w) = b · O (O² + w²)⁻¹ b` for collision matrix `O` and
heat-current vector `b`, meant for invertible `O² + w²`. -/
def conductivity (O : Matrix n n ℝ) (b : n → ℝ) (w : ℝ) : ℝ :=
  b ⬝ᵥ (O * (den O w)⁻¹) *ᵥ b

/-- The matrix `O² + w²` acts on a vector by two applications of `O` plus a multiplication by `w²`.
-/
theorem den_mulVec (O : Matrix n n ℝ) (w : ℝ) (x : n → ℝ) :
    den O w *ᵥ x = O *ᵥ (O *ᵥ x) + w ^ 2 • x := by
  simp [den, pow_two, Matrix.add_mulVec, Matrix.smul_mulVec]
```

Q: You divided by $O^2+w^2$. Is that allowed at $w=0$?

A: Yes. If $(O^2+w^2)v=0$, then taking the dot product with $v$ and using symmetry gives $|Ov|^2+w^2|v|^2=0$. Hence $Ov=0$ and $v\cdot Ov=0$, which positive definiteness forbids for $v\neq0$. The proof follows these lines; `PosDef` supplies both symmetry and positivity.

```lean
/-- For a symmetric positive definite collision matrix, `O² + w²` is invertible at every
real frequency. -/
theorem den_isUnit_det {O : Matrix n n ℝ} (hO : O.PosDef) (w : ℝ) :
    IsUnit (den O w).det := by
  rw [isUnit_iff_ne_zero]
  intro h
  obtain ⟨v, hv, h0⟩ := Matrix.exists_mulVec_eq_zero_iff.mpr h
  have hs : Oᵀ = O := by simpa using hO.isHermitian.eq
  -- a null vector `v` would satisfy `|O v|² + w² |v|² = 0`
  have h1 : (O *ᵥ v) ⬝ᵥ (O *ᵥ v) + w ^ 2 * (v ⬝ᵥ v) = 0 := by
    have h2 : v ⬝ᵥ (den O w *ᵥ v) = 0 := by rw [h0, dotProduct_zero]
    rw [den_mulVec, dotProduct_add, dotProduct_smul, smul_eq_mul,
      Matrix.dotProduct_mulVec v O (O *ᵥ v), ← Matrix.mulVec_transpose, hs] at h2
    exact h2
  have h3 : 0 ≤ v ⬝ᵥ v := Finset.sum_nonneg (fun i _ => mul_self_nonneg (v i))
  have h4 : 0 ≤ (O *ᵥ v) ⬝ᵥ (O *ᵥ v) :=
    Finset.sum_nonneg (fun i _ => mul_self_nonneg ((O *ᵥ v) i))
  have h5 : (O *ᵥ v) ⬝ᵥ (O *ᵥ v) = 0 := by
    have := mul_nonneg (sq_nonneg w) h3
    linarith
  have h6 := hO.dotProduct_mulVec_pos hv
  rw [dotProduct_self_eq_zero.mp h5, dotProduct_zero] at h6
  exact lt_irrefl _ h6
```

Q: The definition of `conductivity` is still only a formula. Where does the Boltzmann equation enter?

A: In the next two theorems. The first says that the pair of real equations holds exactly when $x$ and $y$ are the stated expressions, so the solution exists and is unique. In the proof, `hinj` says that `den O w` is injective, and both candidates for $x$ are sent to $Ob$, both for $y$ to $wb$. For the converse, set $z=(O^2+w^2)^{-1}b$ and insert $x=Oz$, $y=wz$. The second theorem identifies $b\cdot x$ with `conductivity`.

Watch the factor $O$ in the numerator. If you solve for $z$ and report $b\cdot z$, the area becomes $(\pi/2)\,b\cdot O^{-1}b$, which does depend on scattering.

```lean
/-- The driven Boltzmann equation `(O - i w)(x + i y) = b`, written in real and imaginary
parts, has exactly one solution when `O` is symmetric positive definite:
`x = O (O² + w²)⁻¹ b` and `y = w (O² + w²)⁻¹ b`. -/
theorem driven_boltzmann_iff {O : Matrix n n ℝ} (hO : O.PosDef) (b x y : n → ℝ) (w : ℝ) :
    (O *ᵥ x + w • y = b ∧ O *ᵥ y = w • x) ↔
      (x = (O * (den O w)⁻¹) *ᵥ b ∧ y = w • ((den O w)⁻¹ *ᵥ b)) := by
  have hu := den_isUnit_det hO w
  have hinv : ∀ u, (den O w)⁻¹ *ᵥ (den O w *ᵥ u) = u := fun u => by
    rw [Matrix.mulVec_mulVec, Matrix.nonsing_inv_mul _ hu, Matrix.one_mulVec]
  have hinj : ∀ u v, den O w *ᵥ u = den O w *ᵥ v → u = v := fun u v h => by
    have h' := congrArg (fun t => (den O w)⁻¹ *ᵥ t) h
    simpa only [hinv] using h'
  obtain ⟨z, hz⟩ : ∃ z, z = (den O w)⁻¹ *ᵥ b := ⟨_, rfl⟩
  have hb : O *ᵥ (O *ᵥ z) + w ^ 2 • z = b := by
    rw [← den_mulVec, hz, Matrix.mulVec_mulVec, Matrix.mul_nonsing_inv _ hu,
      Matrix.one_mulVec]
  rw [← Matrix.mulVec_mulVec, ← hz]
  constructor
  · rintro ⟨h1, h2⟩
    constructor
    · -- both candidates for `x` are sent to `O b`
      have e1 : O *ᵥ b = O *ᵥ (O *ᵥ x) + w ^ 2 • x := by
        rw [← h1, Matrix.mulVec_add, Matrix.mulVec_smul, h2, smul_smul, pow_two]
      have e2 : O *ᵥ b = O *ᵥ (O *ᵥ (O *ᵥ z)) + w ^ 2 • (O *ᵥ z) := by
        rw [← hb, Matrix.mulVec_add, Matrix.mulVec_smul]
      apply hinj
      rw [den_mulVec, den_mulVec, ← e1, ← e2]
    · -- both candidates for `y` are sent to `w b`
      apply hinj
      rw [Matrix.mulVec_smul, den_mulVec, den_mulVec, hb, h2, Matrix.mulVec_smul, ← h1,
        smul_add, smul_smul, pow_two]
  · rintro ⟨rfl, rfl⟩
    exact ⟨by rw [smul_smul, ← pow_two, hb], by rw [Matrix.mulVec_smul]⟩

/-- For symmetric positive definite `O`, the part of the heat current in phase with the
drive is the dynamical conductivity. -/
theorem inPhase_current {O : Matrix n n ℝ} (hO : O.PosDef) {b x y : n → ℝ} {w : ℝ}
    (h1 : O *ᵥ x + w • y = b) (h2 : O *ᵥ y = w • x) : b ⬝ᵥ x = conductivity O b w := by
  rw [((driven_boltzmann_iff hO b x y w).mp ⟨h1, h2⟩).1, conductivity]
```

Q: My collision matrix isn't diagonal. Do I need a relaxation-time approximation to get Lorentzians?

A: No. Take orthonormal eigenvectors $v_i$ with $Ov_i=g_iv_i$ and $g_i>0$. Expanding $b=\sum_i(b\cdot v_i)v_i$ and setting $c_i=(b\cdot v_i)^2$ gives

$$k(w)=\sum_i c_i\,\frac{g_i}{g_i^2+w^2},\qquad \sum_i c_i=b\cdot b.$$

The rates belong to the eigenvectors of $O$, which in general are collective relaxation modes and not single phonons. The theorem states that suitable `g` and `c` exist; the proof takes them from the eigenbasis. Its step `key` evaluates $b\cdot Ab$ for any matrix $A$ with these eigenvectors. The identity matrix gives the sum of weights, and $O(O^2+w^2)^{-1}$ gives $k(w)$. The eigenvalue in the second case comes from solving the driven equation with $v_i$ as the source.

```lean
/-- For symmetric positive definite `O`, the dynamical conductivity is a sum of Lorentzians
with positive relaxation rates `g` and nonnegative weights `c` that add up to `b · b`. -/
theorem lorentzian_sum {O : Matrix n n ℝ} (hO : O.PosDef) (b : n → ℝ) :
    ∃ g c : n → ℝ, (∀ i, 0 < g i) ∧ (∀ i, 0 ≤ c i) ∧ ∑ i, c i = b ⬝ᵥ b ∧
      ∀ w, conductivity O b w = ∑ i, c i * (g i / (g i ^ 2 + w ^ 2)) := by
  let e := hO.isHermitian.eigenvectorBasis
  let v : n → n → ℝ := fun i => (e i).ofLp
  let g := hO.isHermitian.eigenvalues
  have hg : ∀ i, 0 < g i := hO.eigenvalues_pos
  have hv : ∀ i, O *ᵥ v i = g i • v i := hO.isHermitian.mulVec_eigenvectorBasis
  have hin : ∀ i, inner ℝ (e i) (WithLp.toLp 2 b) = b ⬝ᵥ v i := fun i => by
    simp [EuclideanSpace.inner_eq_star_dotProduct, v]
  -- expansion of the heat current in relaxation modes
  have hb : b = ∑ i, (b ⬝ᵥ v i) • v i := by
    have h := congrArg WithLp.ofLp (e.sum_repr' (WithLp.toLp 2 b))
    simp only [hin, WithLp.ofLp_sum, WithLp.ofLp_smul] at h
    exact h.symm
  have key : ∀ (A : Matrix n n ℝ) (m : n → ℝ), (∀ i, A *ᵥ v i = m i • v i) →
      b ⬝ᵥ A *ᵥ b = ∑ i, (b ⬝ᵥ v i) ^ 2 * m i := by
    intro A m h
    have hA : A *ᵥ b = ∑ i, (b ⬝ᵥ v i) • m i • v i := by
      calc A *ᵥ b = A.mulVecLin (∑ i, (b ⬝ᵥ v i) • v i) := by
            rw [← hb, Matrix.mulVecLin_apply]
        _ = _ := by simp only [map_sum, map_smul, Matrix.mulVecLin_apply, h]
    rw [hA, dotProduct_sum]
    refine Finset.sum_congr rfl fun i _ => ?_
    rw [dotProduct_smul, dotProduct_smul, smul_eq_mul, smul_eq_mul]
    ring
  refine ⟨g, fun i => (b ⬝ᵥ v i) ^ 2, hg, fun i => sq_nonneg _, ?_, fun w => ?_⟩
  · have h := key 1 (fun _ => 1) (fun i => by rw [Matrix.one_mulVec, one_smul])
    simpa using h.symm
  · refine key _ _ fun i => ?_
    have hd : g i ^ 2 + w ^ 2 ≠ 0 := by
      have := hg i
      positivity
    -- each mode solves the driven equation on its own
    refine ((driven_boltzmann_iff hO (v i) ((g i / (g i ^ 2 + w ^ 2)) • v i)
      ((w / (g i ^ 2 + w ^ 2)) • v i) w).mp ⟨?_, ?_⟩).1.symm
    · have h1 : g i / (g i ^ 2 + w ^ 2) * g i + w * (w / (g i ^ 2 + w ^ 2)) = 1 := by
        rw [← div_self hd]
        ring
      rw [Matrix.mulVec_smul, hv, smul_smul, smul_smul, ← add_smul, h1, one_smul]
    · rw [Matrix.mulVec_smul, hv, smul_smul, smul_smul]
      congr 1
      ring
```

Q: And the area under one Lorentzian?

A: Since $\frac{d}{dw}\arctan(w/g)=g/(g^2+w^2)$, the integral from $0$ to $\infty$ is $\pi/2-0$, whatever the rate $g>0$. A faster rate lowers and broadens the peak. In Lean, the nonnegative derivative and the finite limit of the arctangent also give integrability.

```lean
/-- A Lorentzian of positive rate `g` is integrable over positive frequencies, with total
weight `π/2`. -/
theorem lorentzian_weight {g : ℝ} (hg : 0 < g) :
    IntegrableOn (fun w : ℝ => g / (g ^ 2 + w ^ 2)) (Set.Ioi 0) ∧
      ∫ w in Set.Ioi (0 : ℝ), g / (g ^ 2 + w ^ 2) = Real.pi / 2 := by
  have hd : ∀ w ∈ Set.Ici (0 : ℝ),
      HasDerivAt (fun w => Real.arctan (w / g)) (g / (g ^ 2 + w ^ 2)) w := by
    intro w _
    refine ((hasDerivAt_id' w).div_const g).arctan.congr_deriv ?_
    have h1 : g ^ 2 + w ^ 2 ≠ 0 := by positivity
    have h2 : 1 + (w / g) ^ 2 ≠ 0 := by positivity
    field_simp
  have hp : ∀ w ∈ Set.Ioi (0 : ℝ), 0 ≤ g / (g ^ 2 + w ^ 2) := fun w _ => by positivity
  have ht : Tendsto (fun w => Real.arctan (w / g)) atTop (𝓝 (Real.pi / 2)) :=
    (Real.tendsto_arctan_atTop.mono_right nhdsWithin_le_nhds).comp
      (tendsto_id.atTop_div_const hg)
  refine ⟨integrableOn_Ioi_deriv_of_nonneg' hd hp ht, ?_⟩
  rw [integral_Ioi_of_hasDerivAt_of_nonneg' hd hp ht]
  simp
```

Q: Does $k(w)$ really fall everywhere?

A: On $w\ge0$, yes. For $0\le w_1<w_2$ every denominator grows, so every Lorentzian falls. If $b\ne0$, then $\sum_i c_i>0$, some $c_i$ is positive, and the decrease is strict.

```lean
/-- For symmetric positive definite `O` and a nonzero heat-current vector, the dynamical
conductivity strictly decreases with frequency on `w ≥ 0`. -/
theorem conductivity_strictAntiOn {O : Matrix n n ℝ} (hO : O.PosDef) {b : n → ℝ}
    (hb : b ≠ 0) : StrictAntiOn (conductivity O b) (Set.Ici 0) := by
  obtain ⟨g, c, hg, hc, hsum, hk⟩ := lorentzian_sum hO b
  have hpos : 0 < ∑ i, c i := by
    rw [hsum]
    exact lt_of_le_of_ne (Finset.sum_nonneg (fun i _ => mul_self_nonneg (b i)))
      (fun h => hb (dotProduct_self_eq_zero.mp h.symm))
  -- some mode carries heat
  obtain ⟨i, hi, hci⟩ : ∃ i ∈ Finset.univ, 0 < c i := by
    by_contra h
    exact absurd hpos (not_lt_of_ge (Finset.sum_nonpos fun i hi =>
      not_lt.mp fun h' => h ⟨i, hi, h'⟩))
  intro w₁ h₁ w₂ _ h₁₂
  have h₁' : 0 ≤ w₁ := h₁
  have hlt : ∀ j, g j / (g j ^ 2 + w₂ ^ 2) < g j / (g j ^ 2 + w₁ ^ 2) := fun j => by
    have := hg j
    exact div_lt_div_of_pos_left this (by positivity) (by nlinarith)
  rw [hk, hk]
  exact Finset.sum_lt_sum (fun j _ => mul_le_mul_of_nonneg_left (hlt j).le (hc j))
    ⟨i, hi, mul_lt_mul_of_pos_left (hlt i) hci⟩
```

Q: Then state the main result in words.

A: For every `PosDef` matrix `O` and every real vector `b`, $k$ is nonincreasing on $[0,\infty)$, written `Set.Ici 0`. It is integrable on $(0,\infty)$, written `Set.Ioi 0`, and

$$\int_0^\infty k(w)\,dw=\sum_i c_i\,\frac{\pi}{2}=\frac{\pi}{2}\,b\cdot b.$$

The proof treats $b=0$ separately for monotonicity, then exchanges the integral with the finite sum.

```lean
/-- For a symmetric positive definite collision matrix, the dynamical conductivity is
nonincreasing on `w ≥ 0` and integrable over positive frequencies, with total weight
`(π/2) b · b`. -/
theorem conductivity_sum_rule {O : Matrix n n ℝ} (hO : O.PosDef) (b : n → ℝ) :
    AntitoneOn (conductivity O b) (Set.Ici 0) ∧
      IntegrableOn (conductivity O b) (Set.Ioi 0) ∧
      ∫ w in Set.Ioi (0 : ℝ), conductivity O b w = Real.pi / 2 * (b ⬝ᵥ b) := by
  constructor
  · by_cases hb : b = 0
    · intro w₁ _ w₂ _ _
      simp [conductivity, hb]
    · exact (conductivity_strictAntiOn hO hb).antitoneOn
  · obtain ⟨g, c, hg, _, hsum, hk⟩ := lorentzian_sum hO b
    have hi : ∀ i ∈ Finset.univ, Integrable (fun w : ℝ => c i * (g i / (g i ^ 2 + w ^ 2)))
        (volume.restrict (Set.Ioi 0)) :=
      fun i _ => Integrable.const_mul (lorentzian_weight (hg i)).1 (c i)
    rw [show conductivity O b = fun w => ∑ i, c i * (g i / (g i ^ 2 + w ^ 2)) from funext hk]
    refine ⟨MeasureTheory.integrable_finsetSum _ hi, ?_⟩
    -- every mode contributes its weight times `π/2`
    rw [MeasureTheory.integral_finsetSum _ hi, ← hsum, Finset.mul_sum]
    refine Finset.sum_congr rfl fun i _ => ?_
    rw [integral_const_mul, (lorentzian_weight (hg i)).2, mul_comm]
```

Q: Real collisions conserve energy, so my full collision matrix has a zero mode. Doesn't that break `PosDef`?

A: It does for the full matrix. `PosDef` stands for the condition that every retained distribution relaxes. The energy mode is orthogonal to the heat current, so you can write $O$ in an orthonormal basis of the complement of that mode and apply the theorem there if nothing else is conserved.

A zero mode that carries heat is different. Take size one, $O=0$ and $b=1$: then $k(w)=0$ for all $w>0$, and the area is $0$ instead of $\pi/2$. So positive semidefiniteness is not enough for the sum rule when $b$ overlaps the null space. To see where the weight goes, replace $O=0$ by a small rate $g>0$: the area stays $\pi/2$, but as $g\to0$ it gathers in an ever narrower peak at $w=0$, which the integral at $O=0$ misses. Crystal momentum conserved by purely normal scattering can produce such an overlap.

Q: What may I conclude about my two models?

A: If they share $b$, and the first conducts better at some $w_0\ge0$, the second conducts better at some $w>0$. Otherwise $k_1-k_2$, the difference of their conductivities, would be nonnegative for all $w>0$ with zero integral. Being continuous, it would vanish there and, by taking the limit, at $w=0$ too, contradicting the advantage at $w_0$. Lean first obtains zero almost everywhere, then on the open half-line, then on its closure.

The theorem doesn't say where the second model wins or by how much. If changing the model also changes phonon energies or velocities, $b$ changes, and the two areas may differ.

```lean
/-- Take two symmetric positive definite collision matrices with the same heat-current
vector. If the first conducts better at some frequency `w₀ ≥ 0`, the second conducts better
at some positive frequency. -/
theorem conductivity_redistribution {O₁ O₂ : Matrix n n ℝ} (h₁ : O₁.PosDef)
    (h₂ : O₂.PosDef) (b : n → ℝ) {w₀ : ℝ} (hw₀ : 0 ≤ w₀)
    (h : conductivity O₂ b w₀ < conductivity O₁ b w₀) :
    ∃ w, 0 < w ∧ conductivity O₁ b w < conductivity O₂ b w := by
  have hcont : ∀ {O : Matrix n n ℝ}, O.PosDef → Continuous (conductivity O b) := by
    intro O hO
    obtain ⟨g, c, hg, _, _, hk⟩ := lorentzian_sum hO b
    rw [show conductivity O b = fun w => ∑ i, c i * (g i / (g i ^ 2 + w ^ 2)) from funext hk]
    refine continuous_finsetSum _ fun i _ => ?_
    have := hg i
    exact continuous_const.mul
      (continuous_const.div (by fun_prop) (fun w => by positivity))
  obtain ⟨_, i₁, e₁⟩ := conductivity_sum_rule h₁ b
  obtain ⟨_, i₂, e₂⟩ := conductivity_sum_rule h₂ b
  by_contra hno
  let f : ℝ → ℝ := fun w => conductivity O₁ b w - conductivity O₂ b w
  have hf : Continuous f := (hcont h₁).sub (hcont h₂)
  have hle : ∀ w ∈ Set.Ioi (0 : ℝ), 0 ≤ f w := fun w hw =>
    sub_nonneg.mpr (not_lt.mp fun h' => hno ⟨w, hw, h'⟩)
  have hzero : ∫ w in Set.Ioi (0 : ℝ), f w = 0 := by
    rw [integral_sub i₁ i₂, e₁, e₂, sub_self]
  -- a continuous nonnegative difference of zero weight vanishes, also at `w = 0`
  have hae : f =ᵐ[volume.restrict (Set.Ioi 0)] 0 :=
    (integral_eq_zero_iff_of_nonneg_ae
      (ae_restrict_of_forall_mem measurableSet_Ioi hle) (i₁.sub i₂)).mp hzero
  have hEq := Measure.eqOn_open_of_ae_eq hae isOpen_Ioi hf.continuousOn
    continuous_zero.continuousOn
  have hcl := hEq.closure hf continuous_zero
  rw [closure_Ioi] at hcl
  have h3 : conductivity O₁ b w₀ - conductivity O₂ b w₀ = 0 := hcl hw₀
  linarith

end

end PhononConductivitySumRule
```

```lean
#print axioms PhononConductivitySumRule.inPhase_current
#print axioms PhononConductivitySumRule.conductivity_redistribution
```

```
'PhononConductivitySumRule.inPhase_current' depends on axioms: [propext, Classical.choice, Quot.sound]
'PhononConductivitySumRule.conductivity_redistribution' depends on axioms: [propext, Classical.choice, Quot.sound]
```
